# The determinant of a symmetric geminal satisfies the singlet condition

When a geminal wave function is optimised in variational Monte Carlo, the pair function can be expanded in the same orbitals for both spins and its coefficient matrix constrained to be symmetric. For equal numbers of spin-up and spin-down electrons, and a pair function that depends on two positions only, this keeps the determinant a spin singlet at every step of the optimisation.

Let $n$ spin-up electrons sit at $r_i$ and $n$ spin-down electrons at $s_j$, and let $\varphi(x,y)$ be the pair function, or geminal. The amplitude is

$$D(r,s)=\det[\varphi(r_i,s_j)].$$

Write $D_j$ for the same amplitude after a chosen spin-up electron $p$ has exchanged positions with the spin-down electron $j$. If $\varphi(x,y)=\varphi(y,x)$ for all $x,y$, then

$$D=\sum_j D_j .$$

For an amplitude antisymmetric within each spin species, as $D$ is, this is the condition that the spin-lowering operator annihilates the state. With equal numbers of up and down spins, that means total spin zero.

## Cancellation between the exchanged determinants

Let $A_{ik}=\varphi(r_i,s_k)$, with cofactors $K_{pk}$ along row $p$, so that $D=\sum_k\varphi(r_p,s_k)K_{pk}$. The exchange changes row $p$ and column $j$ of $A$. The new row $p$ has the entry $\varphi(s_j,r_p)$ in column $j$ and $\varphi(s_j,s_k)$ in each column $k\ne j$. In the other rows, column $j$ now holds $\varphi(r_i,r_p)$.

Expand $D_j$ along row $p$. The cofactor of the entry in column $j$ omits both the changed row and the changed column, so it is the original $K_{pj}$. Hence

$$D_j=\varphi(s_j,r_p)K_{pj}+\sum_k T_{jk},\qquad T_{jk}=\varphi(s_j,s_k)M_{jk}\ (k\neq j),\quad T_{jj}=0.$$

Here $M_{jk}$ is the determinant of $A$ with column $j$ replaced by the vector $\varphi(r_i,r_p)$ and column $k$ by the unit vector $e_p$. Swapping these two columns gives $M_{jk}=-M_{kj}$. Since $\varphi$ is symmetric, $T_{jk}=-T_{kj}$, and therefore $\sum_{jk}T_{jk}=0$. What remains is

$$\sum_j D_j=\sum_j\varphi(s_j,r_p)K_{pj}=\sum_j\varphi(r_p,s_j)K_{pj}=D.$$

## When an asymmetric geminal still gives a singlet

For $n=1$ the condition reads $\varphi(r,s)=\varphi(s,r)$, so symmetry is also necessary. For more pairs it need not be. Suppose that $\varphi(x,y)=\sum_{kl}u_k(x)C_{kl}u_l(y)$ with only $n$ orbitals $u_k$. With $U_{ik}=u_k(r_i)$ and $V_{ik}=u_k(s_i)$,

$$D=\det(UCV^T)=\det C\,\det(UV^T).$$

The last factor belongs to the symmetric geminal $\sum_k u_k(x)u_k(y)$, so $D$ satisfies the condition for every $C$. Physically, all $n$ orbitals are doubly occupied, and $C$ contributes only a constant factor, which may be zero.

With more orbitals, asymmetry can contaminate the state. Take sites 0, 1, 2 and let $\varphi(0,0)=\varphi(1,2)=1$ be the only non-zero values. At $r=(0,1)$, $s=(0,2)$ the determinant is 1. Exchanging the electron at $r_1=1$ with $s_0=0$ gives $r=(0,0)$ and two equal rows. Exchanging it with $s_1=2$ gives the determinant $\varphi(0,0)\varphi(2,1)=0$. Both exchanged amplitudes vanish, and $1\neq0$.

## Configurations and the singlet condition in Lean

Positions belong to an arbitrary type `X`, which may be a lattice or continuous space, and amplitudes to a field `𝕜`. The theorems on the singlet condition for general `𝕜` assume characteristic zero, which includes the real and complex numbers.

```lean
import Mathlib

open Matrix

namespace GeminalSinglet

noncomputable section

variable {X 𝕜 : Type*} [Field 𝕜] {n : ℕ}
```

A configuration is a pair of functions `r s : Fin n → X`, and electrons are numbered from 0.

```lean
/-- The matrix of pair functions `φ(r_i, s_j)` between spin-up electrons at `r` and
spin-down electrons at `s`. -/
def geminalMatrix (φ : X → X → 𝕜) (r s : Fin n → X) : Matrix (Fin n) (Fin n) 𝕜 :=
  Matrix.of fun i j => φ (r i) (s j)

/-- The geminal wave function of `n` pairs, `det[φ(r_i, s_j)]`. -/
def geminalDet (φ : X → X → 𝕜) (r s : Fin n → X) : 𝕜 :=
  (geminalMatrix φ r s).det
```

The next definition applies to any amplitude `ψ`. The two uses of `Function.update` carry out the exchange of $r_p$ and $s_j$. The condition is taken as a definition here and is not derived from spin operators. Jastrow factors, backflow and unpaired electrons do not enter the model.

```lean
/-- The singlet condition: the amplitude equals the sum of the amplitudes in which a chosen
spin-up electron `p` has changed places with each spin-down electron `j` in turn. -/
def SingletCondition (ψ : (Fin n → X) → (Fin n → X) → 𝕜) : Prop :=
  ∀ (p : Fin n) (r s : Fin n → X),
    ψ r s = ∑ j, ψ (Function.update r p (s j)) (Function.update s j (r p))
```

## Cofactors and the column swap

The cofactor $K_{pk}$ is `A.adjugate k p`, with the indices in transposed order. Cramer's rule turns it into a determinant with a unit vector in column `k`.

```lean
/-- A cofactor is the determinant with one column replaced by a unit vector. -/
theorem adjugate_eq_det_updateCol (A : Matrix (Fin n) (Fin n) 𝕜) (k p : Fin n) :
    A.adjugate k p = (A.updateCol k (Pi.single p 1)).det := by
  rw [← Matrix.cramer_apply, Matrix.cramer_eq_adjugate_mulVec]
  simp [Matrix.mulVec, dotProduct, Pi.single_apply]
```

The sign change $M_{jk}=-M_{kj}$ comes from writing one matrix as the other with its columns permuted by `Equiv.swap j k`.

```lean
/-- Placing two given columns at positions `j ≠ k` in the opposite order changes the sign of
the determinant. -/
theorem det_updateCol_swap (A : Matrix (Fin n) (Fin n) 𝕜) (v e : Fin n → 𝕜)
    {j k : Fin n} (hjk : j ≠ k) :
    ((A.updateCol j v).updateCol k e).det = -((A.updateCol k v).updateCol j e).det := by
  have h : (A.updateCol j v).updateCol k e
      = (((A.updateCol k v).updateCol j e).submatrix id (Equiv.swap j k)) := by
    ext i l
    by_cases hj : l = j
    · simp [hj, hjk, hjk.symm]
    · by_cases hk : l = k
      · simp [hk]
      · simp [hj, hk, Equiv.swap_apply_of_ne_of_ne hj hk]
  rw [h, Matrix.det_permute', Equiv.Perm.sign_swap hjk]
  simp
```

The quantity $T_{jk}$, including its zero diagonal, is defined next.

```lean
/-- The part of the exchanged determinant (`r_p` with `s_j`) that contains the pair function
`φ(s_j, s_k)` of two positions held by spin-down electrons before the exchange; it is zero for
`k = j`. -/
def exchangeTerm (φ : X → X → 𝕜) (r s : Fin n → X) (p j k : Fin n) : 𝕜 :=
  if k = j then 0 else φ (s j) (s k) *
    (((geminalMatrix φ r s).updateCol j (fun i => φ (r i) (r p))).updateCol k
      (Pi.single p 1)).det
```

The following theorem is the expansion of $D_j$. In its proof, `hadj` identifies the cofactors of the exchanged matrix with $M_{jk}$, and `hcol` treats $k=j$, where the unit vector overwrites the changed column and the original cofactor returns. The step `hsplit` writes the single first term as a sum over `k`, so that the two sides can be compared term by term.

```lean
/-- Exchanging `r_p` and `s_j` gives `φ(s_j, r_p)` times the original cofactor, plus the terms
that pair `s_j` with the other spin-down positions. -/
theorem exchange_expansion (φ : X → X → 𝕜) (r s : Fin n → X) (p j : Fin n) :
    geminalDet φ (Function.update r p (s j)) (Function.update s j (r p))
      = φ (s j) (r p) * (geminalMatrix φ r s).adjugate j p
        + ∑ k, exchangeTerm φ r s p j k := by
  -- cofactors of row p do not see the new row p, only the new column j
  have hadj : ∀ k, (geminalMatrix φ (Function.update r p (s j))
      (Function.update s j (r p))).adjugate k p
      = (((geminalMatrix φ r s).updateCol j (fun i => φ (r i) (r p))).updateCol k
          (Pi.single p 1)).det := by
    intro k
    rw [← adjugate_eq_det_updateCol, Matrix.adjugate_apply, Matrix.adjugate_apply]
    congr 1
    ext i l
    by_cases hi : i = p
    · simp [hi, Matrix.updateRow_apply]
    · by_cases hl : l = j <;>
        simp [geminalMatrix, Matrix.updateRow_apply,
          Function.update_apply, hi, hl]
  have hsplit : φ (s j) (r p) * (geminalMatrix φ r s).adjugate j p
      = ∑ k, if k = j then φ (s j) (r p) * (geminalMatrix φ r s).adjugate j p else 0 := by
    simp
  unfold geminalDet
  rw [Matrix.det_eq_sum_mul_adjugate_row _ p, hsplit, ← Finset.sum_add_distrib]
  refine Finset.sum_congr rfl fun k _ => ?_
  rw [hadj k]
  by_cases hk : k = j
  · have hcol : ((geminalMatrix φ r s).updateCol j (fun i => φ (r i) (r p))).updateCol j
        (Pi.single p 1) = (geminalMatrix φ r s).updateCol j (Pi.single p 1) := by
      ext i l
      by_cases hl : l = j <;> simp [hl]
    rw [hk, hcol, ← adjugate_eq_det_updateCol]
    simp [exchangeTerm, geminalMatrix]
  · simp [exchangeTerm, geminalMatrix, hk]
```

The antisymmetry of $T_{jk}$ is `hanti`. Interchanging the summation indices shows that the double sum equals its own negative, and characteristic zero allows division by two.

```lean
/-- For a symmetric geminal the terms pairing `s_j` with `s_k` cancel in the sum over all
exchanges. -/
theorem sum_exchangeTerm [CharZero 𝕜] (φ : X → X → 𝕜) (hφ : ∀ x y, φ x y = φ y x)
    (r s : Fin n → X) (p : Fin n) : ∑ j, ∑ k, exchangeTerm φ r s p j k = 0 := by
  have hanti : ∀ j k, exchangeTerm φ r s p j k = -exchangeTerm φ r s p k j := by
    intro j k
    by_cases hk : k = j
    · simp [exchangeTerm, hk]
    · unfold exchangeTerm
      rw [if_neg hk, if_neg (Ne.symm hk), det_updateCol_swap _ _ _ (Ne.symm hk),
        hφ (s j) (s k)]
      ring
  -- the double sum equals its own negative
  have h : ∑ j, ∑ k, exchangeTerm φ r s p j k
      = -∑ j, ∑ k, exchangeTerm φ r s p j k := by
    calc ∑ j, ∑ k, exchangeTerm φ r s p j k
        = ∑ j, ∑ k, -exchangeTerm φ r s p k j :=
          Finset.sum_congr rfl fun j _ => Finset.sum_congr rfl fun k _ => hanti j k
      _ = -∑ j, ∑ k, exchangeTerm φ r s p k j := by simp only [Finset.sum_neg_distrib]
      _ = -∑ j, ∑ k, exchangeTerm φ r s p j k := by rw [Finset.sum_comm]
  have h2 : (2 : 𝕜) * ∑ j, ∑ k, exchangeTerm φ r s p j k = 0 := by
    linear_combination h
  exact (mul_eq_zero.mp h2).resolve_left two_ne_zero
```

## The theorem for any number of pairs

The hypothesis `hφ` is symmetry without complex conjugation, so for complex amplitudes it does not mean that the geminal is Hermitian. The proof sums the expansion over `j`, removes the double sum and uses `hφ` once more to recover the row expansion of $D$.

```lean
/-- The determinant of a symmetric geminal satisfies the singlet condition, for any number of
pairs. -/
theorem geminalDet_singlet [CharZero 𝕜] (φ : X → X → 𝕜) (hφ : ∀ x y, φ x y = φ y x) :
    SingletCondition (geminalDet φ : (Fin n → X) → (Fin n → X) → 𝕜) := by
  intro p r s
  rw [Finset.sum_congr rfl fun j _ => exchange_expansion φ r s p j,
    Finset.sum_add_distrib, sum_exchangeTerm φ hφ, add_zero]
  -- what remains is the expansion of the original determinant along row p
  unfold geminalDet
  rw [Matrix.det_eq_sum_mul_adjugate_row _ p]
  refine Finset.sum_congr rfl fun j _ => ?_
  rw [hφ (s j) (r p)]
  rfl
```

For one pair, evaluating the condition at arbitrary positions `x` and `y` gives the converse.

```lean
/-- For a single pair the singlet condition holds exactly when the geminal is symmetric. -/
theorem one_pair_singlet_iff [CharZero 𝕜] (φ : X → X → 𝕜) :
    SingletCondition (geminalDet φ : (Fin 1 → X) → (Fin 1 → X) → 𝕜)
      ↔ ∀ x y, φ x y = φ y x := by
  constructor
  · intro h x y
    have h1 := h 0 (fun _ => x) (fun _ => y)
    simpa [geminalDet, geminalMatrix] using h1
  · exact fun h => geminalDet_singlet φ h
```

## Orbital geminals and two examples

```lean
/-- The geminal `∑ u_k(x) C_kl u_l(y)` built from `n` orbitals with coefficient matrix `C`. -/
def orbitalGeminal (u : Fin n → X → 𝕜) (C : Matrix (Fin n) (Fin n) 𝕜) (x y : X) : 𝕜 :=
  ∑ k, ∑ l, u k x * C k l * u l y
```

In the next proof, `fac` is the factorisation $D=\det C\,\det(UV^T)$. The main theorem is then applied to the second factor, and the constant is carried through the sum.

```lean
/-- If `n` pairs share a geminal built from only `n` orbitals, the singlet condition holds for
every coefficient matrix, symmetric or not. -/
theorem orbitalGeminal_singlet [CharZero 𝕜] (u : Fin n → X → 𝕜)
    (C : Matrix (Fin n) (Fin n) 𝕜) :
    SingletCondition (geminalDet (orbitalGeminal u C) :
      (Fin n → X) → (Fin n → X) → 𝕜) := by
  -- C enters only through its determinant
  have fac : ∀ r s : Fin n → X, geminalDet (orbitalGeminal u C) r s
      = C.det * geminalDet (fun x y => ∑ k, u k x * u k y) r s := by
    intro r s
    have h1 : geminalMatrix (orbitalGeminal u C) r s
        = (Matrix.of fun i k => u k (r i)) * C * (Matrix.of fun i k => u k (s i))ᵀ := by
      ext i j
      simp only [geminalMatrix, orbitalGeminal, Matrix.of_apply, Matrix.mul_apply,
        Matrix.transpose_apply, Finset.sum_mul]
      exact Finset.sum_comm
    have h2 : geminalMatrix (fun x y => ∑ k, u k x * u k y) r s
        = (Matrix.of fun i k => u k (r i)) * (Matrix.of fun i k => u k (s i))ᵀ := by
      ext i j
      simp only [geminalMatrix, Matrix.of_apply, Matrix.mul_apply, Matrix.transpose_apply]
    unfold geminalDet
    rw [h1, h2, Matrix.det_mul, Matrix.det_mul, Matrix.det_mul]
    ring
  intro p r s
  have hs := geminalDet_singlet (n := n) (fun x y => ∑ k, u k x * u k y)
    (fun x y => Finset.sum_congr rfl fun k _ => mul_comm _ _) p r s
  rw [fac, hs, Finset.mul_sum]
  exact Finset.sum_congr rfl fun j _ => (fac _ _).symm
```

The first example has two pairs on two sites.

```lean
/-- An asymmetric geminal on two sites. -/
def twoSiteGeminal : Fin 2 → Fin 2 → ℝ := ![![1, 1], ![0, 1]]
```

Taking the site functions as orbitals puts this geminal in the form just treated. The amplitude at `![0, 1] ![0, 1]` is non-zero, so the condition is not satisfied merely by a vanishing wave function.

```lean
/-- For two pairs symmetry is not necessary: the two-site geminal is asymmetric, yet its
determinant is not identically zero and satisfies the singlet condition. -/
theorem asymmetric_singlet :
    twoSiteGeminal 0 1 ≠ twoSiteGeminal 1 0 ∧
    geminalDet twoSiteGeminal ![0, 1] ![0, 1] ≠ 0 ∧
    SingletCondition (geminalDet twoSiteGeminal :
      (Fin 2 → Fin 2) → (Fin 2 → Fin 2) → ℝ) := by
  refine ⟨by simp [twoSiteGeminal], ?_, ?_⟩
  · simp [geminalDet, geminalMatrix, Matrix.det_fin_two, twoSiteGeminal]
  · have h : twoSiteGeminal = orbitalGeminal
        (fun k x : Fin 2 => if k = x then (1 : ℝ) else 0) (Matrix.of twoSiteGeminal) := by
      funext x y
      simp [orbitalGeminal]
    rw [h]
    exact orbitalGeminal_singlet _ _
```

The second example is the three-site geminal computed above.

```lean
/-- A geminal on three sites that pairs site 0 with itself, and spin up on site 1 with spin
down on site 2. -/
def openShellGeminal : Fin 3 → Fin 3 → ℝ := ![![1, 0, 0], ![0, 0, 1], ![0, 0, 0]]
```

Physically, site 0 is doubly occupied, while the other up electron is always on site 1 and the other down electron always on site 2. This is an equal-weight superposition of singlet and triplet. The proof evaluates the condition for electron 1 at the configuration used by hand and reaches a contradiction.

```lean
/-- Two pairs in the three-site geminal violate the singlet condition. -/
theorem openShell_contaminated :
    ¬ SingletCondition (geminalDet openShellGeminal :
      (Fin 2 → Fin 3) → (Fin 2 → Fin 3) → ℝ) := by
  intro h
  -- the exchanged amplitudes all vanish, the original one does not
  have h1 := h 1 ![0, 1] ![0, 2]
  simp [geminalDet, geminalMatrix, Matrix.det_fin_two, Fin.sum_univ_two,
    Function.update_apply, openShellGeminal] at h1

end

end GeminalSinglet
```

```lean
#print axioms GeminalSinglet.geminalDet_singlet
#print axioms GeminalSinglet.one_pair_singlet_iff
#print axioms GeminalSinglet.asymmetric_singlet
#print axioms GeminalSinglet.openShell_contaminated
```

```
'GeminalSinglet.geminalDet_singlet' depends on axioms: [propext, Classical.choice, Quot.sound]
'GeminalSinglet.one_pair_singlet_iff' depends on axioms: [propext, Classical.choice, Quot.sound]
'GeminalSinglet.asymmetric_singlet' depends on axioms: [propext, Classical.choice, Quot.sound]
'GeminalSinglet.openShell_contaminated' depends on axioms: [propext, Classical.choice, Quot.sound]
```
